# Admixing lower-lying states into an exactly decoupled two-component space never raises its levels, and lowers them by a bounded amount

Take one electronic level at energy $2$ and one negative-energy level at $-4$, uncoupled and with orthonormal states. An imperfect decoupling replaces the electronic state by itself plus $\tfrac12$ of the other one. The energy of this mixture is $2+\tfrac14(-4)=1$ before normalisation and its squared norm is $1+\tfrac14$, so the normalised energy is $\tfrac45$. The level has fallen because the admixed state lies lower.

The problems below extend this to $N$ electronic and $P$ negative-energy levels, on the condition that no level of the second group lies above any level of the first. For a one-electron X2C Hamiltonian in a finite basis, this gives the sign and a maximum size of the error in each level when the decoupling is approximate but the Hamiltonian and metric are evaluated in full.

## The pencil left by an imperfect decoupling

Suppose that, in an orthonormal basis, a unitary $W$ block-diagonalises a four-component Hamiltonian exactly, into an electronic block $h$ ($N\times N$) and a negative-energy block $g$ ($P\times P$). An approximate decoupling selects instead the space spanned by the columns of $W\binom{1}{Z}$, where the $P\times N$ matrix $Z$, called the residual coupling here, holds the coefficients of the admixed negative-energy states. It is not an off-diagonal block of the Hamiltonian. In these columns the Hamiltonian is $h+Z^\dagger gZ$ and the overlap is $1+Z^\dagger Z$. Such a pair of Hamiltonian and metric is called a pencil.

```lean
import Mathlib

open Matrix
open scoped Matrix.Norms.L2Operator

namespace X2CDecoupling

noncomputable section

variable {N P : ℕ}
```

Write $\langle A\rangle_x=\operatorname{Re}\,x^\dagger Ax$. The vector $x$ is not normalised, so the physical energy of $x$ for a Hamiltonian $F$ and metric $S$ is $\langle F\rangle_x/\langle S\rangle_x$.

```lean
/-- The real part of the expectation value `x† A x`, without normalisation. -/
def expect (A : Matrix (Fin N) (Fin N) ℂ) (x : Fin N → ℂ) : ℝ := (star x ⬝ᵥ A *ᵥ x).re
```

The levels of a pencil $(F,S)$ are real numbers $\varepsilon_0\ge\varepsilon_1\ge\dots$ for which a square orbital matrix $C$ satisfies $C^\dagger SC=1$ and $FC=SC\,\mathrm{diag}(\varepsilon)$. Index $0$ is the highest level, and degenerate levels are repeated. With $S=1$ this describes a Hermitian matrix and its ordered eigenvalues.

```lean
/-- `ε` lists, in decreasing order, the levels of `F C = S C ε` for a full set of orbitals `C`
orthonormal in the metric `S`. -/
def IsLevels (F S : Matrix (Fin N) (Fin N) ℂ) (ε : Fin N → ℝ) : Prop :=
  ∃ C : Matrix (Fin N) (Fin N) ℂ, Antitone ε ∧ Cᴴ * S * C = 1 ∧
    F * C = S * C * diagonal (fun i => (ε i : ℂ))
```

The Hamiltonian and metric of the approximate decoupling are `ham h g Z` and `metric Z`.

```lean
/-- The two-component Hamiltonian `h + Z† g Z` left by a residual coupling `Z`. -/
def ham (h : Matrix (Fin N) (Fin N) ℂ) (g : Matrix (Fin P) (Fin P) ℂ)
    (Z : Matrix (Fin P) (Fin N) ℂ) : Matrix (Fin N) (Fin N) ℂ := h + Zᴴ * g * Z

/-- The two-component metric `1 + Z† Z`. -/
def metric (Z : Matrix (Fin P) (Fin N) ℂ) : Matrix (Fin N) (Fin N) ℂ := 1 + Zᴴ * Z
```

The Lean file starts from this pencil and takes the lists of levels as hypotheses; the projection above, and the existence of levels for Hermitian $h$ and $g$ and for the resulting pencil, are background.

## (a) Expectation values in an orbital expansion

Let $A$ be a $P\times P$ matrix, $C$ a $P\times N$ matrix and $a$ a coefficient vector. Move the orbitals from the vector into the operator:
$$\langle A\rangle_{Ca}=\langle C^\dagger AC\rangle_a .$$

**Solution.** Since $(Ca)^\dagger=a^\dagger C^\dagger$, we have $(Ca)^\dagger A(Ca)=a^\dagger(C^\dagger AC)a$. Take real parts.

```lean
/-- The expectation value of `A` at `C a` is that of `C† A C` at `a`. -/
theorem expect_conj (A : Matrix (Fin P) (Fin P) ℂ) (C : Matrix (Fin P) (Fin N) ℂ)
    (a : Fin N → ℂ) : expect A (C *ᵥ a) = expect (Cᴴ * A * C) a := by
  simp only [expect, star_mulVec, dotProduct_mulVec, vecMul_vecMul, Matrix.mul_assoc]
```

## (b) Squared norm and energy from populations

Let $C$ and $\varepsilon$ satisfy the two orbital equations for $(F,S)$. Show that
$$\langle S\rangle_{Ca}=\sum_i|a_i|^2,\qquad \langle F\rangle_{Ca}=\sum_i\varepsilon_i|a_i|^2 .$$

**Solution.** By (a) we need $C^\dagger SC=1$ and
$$C^\dagger FC=C^\dagger SC\,\mathrm{diag}(\varepsilon)=\mathrm{diag}(\varepsilon).$$
For real $d_i$, $a^\dagger\mathrm{diag}(d)\,a=\sum_i d_i|a_i|^2$. Taking $d_i=1$ and then $d_i=\varepsilon_i$ gives both sums. In the code `hd` is the formula for diagonal matrices, and the two final rewrites insert the orbital equations.

```lean
/-- If the orbitals `C` are orthonormal in the metric `S` and satisfy `F C = S C ε`, then the
squared norm of `C a` is the sum of the populations `|a i|²`, and its energy, without normalisation,
is the sum of the levels weighted by them. -/
theorem expect_orbitals {F S C : Matrix (Fin N) (Fin N) ℂ} {ε : Fin N → ℝ}
    (ho : Cᴴ * S * C = 1) (he : F * C = S * C * diagonal (fun i => (ε i : ℂ)))
    (a : Fin N → ℂ) : expect S (C *ᵥ a) = ∑ i, Complex.normSq (a i) ∧
      expect F (C *ᵥ a) = ∑ i, ε i * Complex.normSq (a i) := by
  have hd : ∀ d : Fin N → ℝ, expect (diagonal (fun i => (d i : ℂ))) a
      = ∑ i, d i * Complex.normSq (a i) := by
    intro d
    rw [expect, dotProduct, Complex.re_sum]
    refine Finset.sum_congr rfl fun i _ => ?_
    simp [mulVec_diagonal, Complex.normSq_apply]
    ring
  constructor
  · rw [expect_conj, ho]
    simpa using hd (fun _ => 1)
  · rw [expect_conj, Matrix.mul_assoc, he, ← Matrix.mul_assoc, ← Matrix.mul_assoc, ho,
      Matrix.one_mul, hd]
```

## (c) A trial vector shared by two pencils

Let $(F,S)$ have levels $\varepsilon$ and $(F',S')$ levels $\varepsilon'$, both of size $N$. For each index $k$, find one vector $x$ with
$$\langle S\rangle_x>0,\qquad \varepsilon_k\langle S\rangle_x\le\langle F\rangle_x,\qquad \langle F'\rangle_x\le\varepsilon'_k\langle S'\rangle_x .$$

**Solution.** Let $C$ and $D$ be the two orbital matrices. Because $D$ is square, $D^\dagger S'D=1$ implies $DD^\dagger S'=1$. Hence $x=Ca$ can also be written as $x=Db$ with $b=D^\dagger S'C\,a$.

Require $a_i=0$ for $i>k$ and $b_i=0$ for $i<k$. These are $(N-1-k)+k=N-1$ linear conditions on $N$ unknowns, so some $a\neq0$ satisfies them. By (b), $\langle S\rangle_x=\sum_i|a_i|^2>0$. Only levels with $i\le k$ contribute to the first energy, and only levels with $i\ge k$ to the second:
$$\langle F\rangle_x=\sum_{i\le k}\varepsilon_i|a_i|^2\ge\varepsilon_k\langle S\rangle_x,\qquad
\langle F'\rangle_x=\sum_{i\ge k}\varepsilon'_i|b_i|^2\le\varepsilon'_k\langle S'\rangle_x .$$

In Lean the conditions form the square matrix `B`. Its rows with index $i<k$ come from $D^\dagger S'C$, its row $k$ is zero, and its remaining rows are those of the identity. The zero row makes the determinant vanish, which supplies $a$; `hhi` and `hlo` read off the two sets of zeros.

```lean
/-- For two pencils `(F, S)` and `(F', S')` and an index `k` there is a common trial vector, of
positive squared norm in `S`. Its unnormalised energy for `F` is at least level `k` of the first
pencil times its squared norm in `S`, and its unnormalised energy for `F'` is at most level `k` of
the second pencil times its squared norm in `S'`. -/
theorem exists_trial {F S F' S' : Matrix (Fin N) (Fin N) ℂ} {ε ε' : Fin N → ℝ}
    (h₁ : IsLevels F S ε) (h₂ : IsLevels F' S' ε') (k : Fin N) :
    ∃ x, 0 < expect S x ∧ ε k * expect S x ≤ expect F x ∧
      expect F' x ≤ ε' k * expect S' x := by
  obtain ⟨C, hanti, ho, he⟩ := h₁
  obtain ⟨D, hanti', ho', he'⟩ := h₂
  -- a square system with a zero row encodes the two support conditions
  let B : Matrix (Fin N) (Fin N) ℂ := fun i j =>
    if i < k then (Dᴴ * S' * C) i j else if i = k then 0 else (1 : Matrix _ _ ℂ) i j
  have hdet : B.det = 0 := det_eq_zero_of_row_eq_zero k (fun j => by simp [B])
  obtain ⟨a, ha, h0⟩ := exists_mulVec_eq_zero_iff.mpr hdet
  have hhi : ∀ i, k < i → a i = 0 := fun i hi => by
    have := congrFun h0 i
    simpa [B, mulVec, dotProduct, lt_asymm hi, hi.ne', Matrix.one_apply] using this
  have hlo : ∀ i, i < k → ((Dᴴ * S' * C) *ᵥ a) i = 0 := fun i hi => by
    have := congrFun h0 i
    simp only [B, mulVec, dotProduct, hi, if_true] at this
    exact this
  have hD : D * (Dᴴ * S') = 1 := mul_eq_one_comm.mp ho'
  have hx : C *ᵥ a = D *ᵥ ((Dᴴ * S' * C) *ᵥ a) := by
    rw [mulVec_mulVec, ← Matrix.mul_assoc, hD, Matrix.one_mul]
  obtain ⟨s1, f1⟩ := expect_orbitals ho he a
  obtain ⟨s2, f2⟩ := expect_orbitals ho' he' ((Dᴴ * S' * C) *ᵥ a)
  refine ⟨C *ᵥ a, ?_, ?_, ?_⟩
  · obtain ⟨i, hi⟩ := Function.ne_iff.mp ha
    rw [s1]
    exact Finset.sum_pos' (fun j _ => Complex.normSq_nonneg _)
      ⟨i, Finset.mem_univ i, Complex.normSq_pos.mpr hi⟩
  · rw [s1, f1, Finset.mul_sum]
    refine Finset.sum_le_sum fun i _ => ?_
    rcases le_or_gt i k with h | h
    · exact mul_le_mul_of_nonneg_right (hanti h) (Complex.normSq_nonneg _)
    · simp [hhi i h]
  · rw [hx, s2, f2, Finset.mul_sum]
    refine Finset.sum_le_sum fun i _ => ?_
    rcases lt_or_ge i k with h | h
    · simp [hlo i h]
    · exact mul_le_mul_of_nonneg_right (hanti' h) (Complex.normSq_nonneg _)
```

## (d) Levels independent of the orbitals

Let $\varepsilon$ and $\varepsilon'$ both be lists of levels of the same pencil $(F,S)$. Show that
$$\varepsilon=\varepsilon' .$$

**Solution.** With both pencils equal to $(F,S)$, part (c) gives $\varepsilon_k\langle S\rangle_x\le\langle F\rangle_x\le\varepsilon'_k\langle S\rangle_x$. Dividing by $\langle S\rangle_x>0$ gives $\varepsilon_k\le\varepsilon'_k$. Exchanging the two lists gives the reverse inequality.

```lean
/-- The ordered levels of a pencil do not depend on the choice of orbitals. -/
theorem levels_unique {F S : Matrix (Fin N) (Fin N) ℂ} {ε ε' : Fin N → ℝ}
    (h₁ : IsLevels F S ε) (h₂ : IsLevels F S ε') : ε = ε' := by
  funext k
  obtain ⟨x, hx, h, h'⟩ := exists_trial h₁ h₂ k
  obtain ⟨y, hy, l, l'⟩ := exists_trial h₂ h₁ k
  exact le_antisymm (le_of_mul_le_mul_right (h.trans h') hx)
    (le_of_mul_le_mul_right (l.trans l') hy)
```

## (e) The two parts of the energy and the squared norm

Separate the contributions of $x$ and of its negative-energy admixture $Zx$:
$$\langle h+Z^\dagger gZ\rangle_x=\langle h\rangle_x+\langle g\rangle_{Zx},\qquad
\langle 1+Z^\dagger Z\rangle_x=\langle1\rangle_x+\langle1\rangle_{Zx}.$$

**Solution.** Expectation values are additive in the operator, and by (a) $\langle Z^\dagger gZ\rangle_x=\langle g\rangle_{Zx}$. The metric is the same computation with $h=1$ and $g=1$.

```lean
/-- The unnormalised energy and the squared norm of `x` in the two-component pencil are each the sum
of a part from `x` and a part from `Z x`. -/
theorem expect_pencil (h : Matrix (Fin N) (Fin N) ℂ) (g : Matrix (Fin P) (Fin P) ℂ)
    (Z : Matrix (Fin P) (Fin N) ℂ) (x : Fin N → ℂ) :
    expect (ham h g Z) x = expect h x + expect g (Z *ᵥ x) ∧
      expect (metric Z) x = expect 1 x + expect 1 (Z *ᵥ x) := by
  rw [expect_conj, expect_conj, Matrix.mul_one]
  simp only [expect, ham, metric, add_mulVec, dotProduct_add, Complex.add_re, and_self]
```

## (f) Bounds on every level

Let $h$ have levels $e_k$ and $g$ levels $\gamma_j$, with $m\le\gamma_j\le M$ for all $j$, $m\le M$, and $M\le e_k$ for all $k$. Let $\varepsilon$ be the levels of the pencil and $\|Z\|$ the operator norm, the largest factor by which $Z$ stretches a vector. Show for every $k$ that
$$e_k-(e_k-m)\frac{\|Z\|^2}{1+\|Z\|^2}\;\le\;\varepsilon_k\;\le\;e_k .$$

**Solution.** Expanding $y$ in the orbitals of $g$, part (b) gives $m|y|^2\le\langle g\rangle_y\le M|y|^2$. For a trial vector $x$ put $p=|x|^2$ and $q=|Zx|^2$, so that $0\le q\le\|Z\|^2p$.

For the lower bound, apply (c) with $(h,1)$ first and the pencil second. Then $p>0$ and, using (e),
$$e_kp+mq\le\langle h\rangle_x+\langle g\rangle_{Zx}\le\varepsilon_k(p+q).$$
Rearranging gives $e_k-\varepsilon_k\le(e_k-m)\,q/(p+q)$. From $q\le\|Z\|^2p$ follows $q/(p+q)\le\|Z\|^2/(1+\|Z\|^2)$, and $e_k-m\ge0$ preserves the inequality.

For the upper bound, apply (c) in the other order. Now $p+q>0$ and
$$\varepsilon_k(p+q)\le\langle h\rangle_x+\langle g\rangle_{Zx}\le e_kp+Mq\le e_k(p+q).$$

The hypotheses `hh`, `hg` and `hε` say that `e`, `γ` and `ε` are the ordered levels of $h$, $g$ and the pencil. `hγ` places the levels of $g$ in $[m,M]$, and `hM` expresses the separation of electronic from negative-energy levels, which is assumed here and not derived from a Dirac Hamiltonian. In the proof, `hgb` bounds $\langle g\rangle_y$, `hn` identifies `expect 1 v` with the squared Euclidean norm, and `hz` is $q\le\|Z\|^2p$. After `generalize` has introduced $p$ and $q$, `h3` and `h4` are the two estimates of the lower bound.

The theorem concerns errors in the chosen two-component space, with the Hamiltonian and metric evaluated fully in it. It does not treat a truncated Hamiltonian, an omitted metric or electron interaction. The size of $m$ matters in practice: the gap $e_k-m$ reaches down to the bottom of the negative-energy spectrum, so the error allowed by the bound is small only if $(e_k-m)\|Z\|^2/(1+\|Z\|^2)$ is small, and not merely $\|Z\|$.

As $\|Z\|\to0$ with $h$, $g$ and $m$ fixed, the two bounds meet at $e_k$, and their separation vanishes quadratically in $\|Z\|$.

```lean
/-- If the levels of `g` lie in `[m, M]`, with `m ≤ M`, and `M` is at most every level of `h`,
then each level of the two-component pencil is at most the level of `h` with the same index, and
lies below it by at most `(e k - m) ‖Z‖² / (1 + ‖Z‖²)`, with `‖Z‖` the operator norm. -/
theorem decoupling_bounds {h : Matrix (Fin N) (Fin N) ℂ} {g : Matrix (Fin P) (Fin P) ℂ}
    {Z : Matrix (Fin P) (Fin N) ℂ} {e ε : Fin N → ℝ} {γ : Fin P → ℝ} {m M : ℝ}
    (hh : IsLevels h 1 e) (hg : IsLevels g 1 γ) (hmM : m ≤ M)
    (hγ : ∀ j, m ≤ γ j ∧ γ j ≤ M) (hM : ∀ k, M ≤ e k)
    (hε : IsLevels (ham h g Z) (metric Z) ε) (k : Fin N) :
    e k - (e k - m) * (‖Z‖ ^ 2 / (1 + ‖Z‖ ^ 2)) ≤ ε k ∧ ε k ≤ e k := by
  have hgb : ∀ y, m * expect 1 y ≤ expect g y ∧ expect g y ≤ M * expect 1 y := by
    intro y
    obtain ⟨V, -, hV, hgV⟩ := hg
    have hVV : V * Vᴴ = 1 := mul_eq_one_comm.mp (by simpa using hV)
    have hy : V *ᵥ (Vᴴ *ᵥ y) = y := by rw [mulVec_mulVec, hVV, one_mulVec]
    obtain ⟨s, f⟩ := expect_orbitals hV hgV (Vᴴ *ᵥ y)
    rw [hy] at s f
    rw [s, f, Finset.mul_sum, Finset.mul_sum]
    exact ⟨Finset.sum_le_sum fun i _ =>
        mul_le_mul_of_nonneg_right (hγ i).1 (Complex.normSq_nonneg _),
      Finset.sum_le_sum fun i _ =>
        mul_le_mul_of_nonneg_right (hγ i).2 (Complex.normSq_nonneg _)⟩
  have hn : ∀ {K : ℕ} (v : Fin K → ℂ),
      expect 1 v = ‖(WithLp.toLp 2 v : EuclideanSpace ℂ (Fin K))‖ ^ 2 := by
    intro K v
    rw [EuclideanSpace.norm_sq_eq]
    simp [expect, dotProduct, Complex.sq_norm, Complex.normSq_apply]
  have hpos : ∀ x, 0 ≤ expect 1 (Z *ᵥ x) := fun x => by
    rw [hn]
    positivity
  constructor
  · -- trial vector from the upper levels of `h`
    obtain ⟨x, hp, h1, h2⟩ := exists_trial hh hε k
    obtain ⟨hE, hS⟩ := expect_pencil h g Z x
    have hq := hpos x
    have hz : expect 1 (Z *ᵥ x) ≤ ‖Z‖ ^ 2 * expect 1 x := by
      rw [hn, hn, ← mul_pow]
      exact pow_le_pow_left₀ (norm_nonneg _) (l2_opNorm_mulVec Z (WithLp.toLp 2 x)) 2
    have hg1 := (hgb (Z *ᵥ x)).1
    rw [hE, hS] at h2
    have hme : 0 ≤ e k - m := by linarith [hM k]
    clear hpos hn hgb hE hS
    generalize expect 1 x = p at *
    generalize expect 1 (Z *ᵥ x) = q at *
    have h3 : e k - ε k ≤ (e k - m) * (q / (p + q)) := by
      rw [← mul_div_assoc, le_div_iff₀ (by linarith)]
      nlinarith
    have h4 : q / (p + q) ≤ ‖Z‖ ^ 2 / (1 + ‖Z‖ ^ 2) := by
      rw [div_le_div_iff₀ (by linarith) (by positivity)]
      nlinarith
    linarith [mul_le_mul_of_nonneg_left h4 hme]
  · -- trial vector from the lower levels of `h`
    obtain ⟨x, hp, h1, h2⟩ := exists_trial hε hh k
    obtain ⟨hE, hS⟩ := expect_pencil h g Z x
    refine le_of_mul_le_mul_right (h1.trans ?_) hp
    rw [hE, hS]
    nlinarith [(hgb (Z *ᵥ x)).2, mul_le_mul_of_nonneg_right (hM k) (hpos x)]
```

## (g) One level of each kind

Let $h=(e)$, $g=(m)$ and $Z=(z)$ be $1\times1$ with real entries. Show that the pencil has the level
$$\varepsilon_0=e-(e-m)\frac{z^2}{1+z^2}.$$

**Solution.** The orbital equation is $(e+mz^2)\,r=\varepsilon_0(1+z^2)\,r$, and the normalised orbital is $r=(1+z^2)^{-1/2}$. Therefore
$$\varepsilon_0=\frac{e+mz^2}{1+z^2}=e-(e-m)\frac{z^2}{1+z^2}.$$
The code obtains $r$ in `hr` and the energy identity in `hc`, then checks the two orbital equations entry by entry.

When $m\le e$, this is the lower bound of (f) with $\|Z\|=|z|$, so that bound is attained for $N=P=1$. When $m>e$ and $z\neq0$, the same formula puts the level above $e$: the upper bound in (f) fails if nothing is assumed about the position of $g$ relative to $h$.

```lean
/-- For single levels `e` of `h` and `m` of `g` and a real coupling `z`, the level of the pencil
is `e - (e - m) z² / (1 + z²)`. -/
theorem two_level_witness (e m z : ℝ) :
    IsLevels (ham !![(e : ℂ)] !![(m : ℂ)] !![(z : ℂ)]) (metric !![(z : ℂ)])
      (fun _ => e - (e - m) * (z ^ 2 / (1 + z ^ 2))) := by
  have ht : 0 < 1 + z ^ 2 := by positivity
  obtain ⟨r, hr⟩ : ∃ r : ℝ, r * (1 + z ^ 2) * r = 1 := by
    have hne : √(1 + z ^ 2) ≠ 0 := (Real.sqrt_pos.mpr ht).ne'
    refine ⟨(√(1 + z ^ 2))⁻¹, ?_⟩
    calc _ = (√(1 + z ^ 2))⁻¹ * (√(1 + z ^ 2) * √(1 + z ^ 2)) * (√(1 + z ^ 2))⁻¹ := by
          rw [Real.mul_self_sqrt ht.le]
      _ = 1 := by field_simp
  have hc : (1 + z ^ 2) * (e - (e - m) * (z ^ 2 / (1 + z ^ 2))) = e + m * z ^ 2 := by
    field_simp
    ring
  have hr' := congrArg (fun t : ℝ => (t : ℂ)) hr
  have hc' := congrArg (fun t : ℝ => (t : ℂ)) hc
  push_cast at hr' hc'
  refine ⟨!![(r : ℂ)], fun _ _ _ => le_rfl, ?_, ?_⟩
  · ext i j
    fin_cases i
    fin_cases j
    simp [metric, Matrix.mul_apply]
    linear_combination hr'
  · ext i j
    fin_cases i
    fin_cases j
    simp [ham, metric, Matrix.mul_apply]
    linear_combination (-(r : ℂ)) * hc'

end

end X2CDecoupling
```

```lean
#print axioms X2CDecoupling.levels_unique
#print axioms X2CDecoupling.decoupling_bounds
```

```
'X2CDecoupling.levels_unique' depends on axioms: [propext, Classical.choice, Quot.sound]
'X2CDecoupling.decoupling_bounds' depends on axioms: [propext, Classical.choice, Quot.sound]
```
